# The overlap of a separable nonlocal term with a radial function as a matrix bilinear form

In a separable nonlocal pseudopotential, the nonlocal term is a finite sum of projector functions βᵢ(r) weighted by the components of a vector Ab, where A is a real matrix and b a real vector. The lemma says that the integral of this term against a real function u over [0, R] equals a · Ab, where aᵢ = ∫ βᵢu is the amplitude of u on the i-th projector. It assumes that R ≥ 0 and that u and every βᵢ are continuous on [0, R]; A need not be symmetric, b is arbitrary and need not come from a wavefunction, and u need not be normalised or solve any Schrödinger equation. The proof unfolds the definitions, exchanges the finite sum with the integral, and then, for each i, moves the constant (Ab)ᵢ inside the integral on the right and compares the integrands point by point.

In Lean, a first try:

```lean
import Mathlib

open Set Matrix

namespace GeneralisedNormConservation

noncomputable section

variable {n : Type*} [Fintype n]

/-- The projector amplitudes `∫ βᵢ u` over `[0, R]`. -/
def amplitude (R : ℝ) (β : n → ℝ → ℝ) (u : ℝ → ℝ) : n → ℝ :=
  fun i => ∫ r in (0 : ℝ)..R, β i r * u r

/-- The separable nonlocal term `∑ᵢⱼ βᵢ(r) Aᵢⱼ bⱼ`. -/
def separable (β : n → ℝ → ℝ) (A : Matrix n n ℝ) (b : n → ℝ) (r : ℝ) : ℝ :=
  ∑ i, β i r * (A *ᵥ b) i

/-- The overlap of a separable term with `u` is the bilinear form of its matrix in the
projector amplitudes. -/
theorem integral_separable {β : n → ℝ → ℝ} {u : ℝ → ℝ} {R : ℝ} (hR : 0 ≤ R)
    (hβ : ∀ i, ContinuousOn (β i) (Icc 0 R)) (hu : ContinuousOn u (Icc 0 R))
    (A : Matrix n n ℝ) (b : n → ℝ) :
    ∫ r in (0 : ℝ)..R, separable β A b r * u r = amplitude R β u ⬝ᵥ A *ᵥ b := by
  simp only [separable, Finset.sum_mul, dotProduct, amplitude]
  rw [intervalIntegral.integral_finset_sum]
  · refine Finset.sum_congr rfl fun i _ => ?_
    rw [← intervalIntegral.integral_mul_const]
    exact intervalIntegral.integral_congr fun r _ => by dsimp only; ring
  · intro i _
    exact (((hβ i).mul continuousOn_const).mul hu).intervalIntegrable_of_Icc hR

end

end GeneralisedNormConservation
```

The error:

```
Main.lean:26:6: warning: `intervalIntegral.integral_finset_sum` has been deprecated: Use `intervalIntegral.integral_finsetSum` instead
Main.lean:29:56: error: `dsimp` made no progress
```

After these edits no error is left:

```diff
@@ -24,8 +24,8 @@
     ∫ r in (0 : ℝ)..R, separable β A b r * u r = amplitude R β u ⬝ᵥ A *ᵥ b := by
   simp only [separable, Finset.sum_mul, dotProduct, amplitude]
-  rw [intervalIntegral.integral_finset_sum]
+  rw [intervalIntegral.integral_finsetSum]
   · refine Finset.sum_congr rfl fun i _ => ?_
     rw [← intervalIntegral.integral_mul_const]
-    exact intervalIntegral.integral_congr fun r _ => by dsimp only; ring
+    exact intervalIntegral.integral_congr fun r _ => by ring
   · intro i _
     exact (((hβ i).mul continuousOn_const).mul hu).intervalIntegrable_of_Icc hR
```

Diagnosis. The only error is "`dsimp` made no progress", at the pointwise comparison of the integrands. `dsimp only` was there to tidy the goal before `ring`, by applying any functions still written as `fun r => …` to their argument. But here the two integrands had already been applied to `r` when the tactic block started: the goal was simply `β i r * (A *ᵥ b) i * u r = β i r * u r * (A *ᵥ b) i`. With no such application left to reduce, `dsimp only` had nothing to change, and `dsimp` fails when it changes nothing, so the proof stopped before reaching `ring`.

The repair deletes `dsimp only`. What remains is an identity between products of real numbers, with the factors `u r` and `(A *ᵥ b) i` in a different order on the two sides, and `ring` proves it directly.

The other message is a warning that `intervalIntegral.integral_finset_sum` is deprecated. Changing it to `intervalIntegral.integral_finsetSum` follows the new name and removes the warning; this is mere tidying and has no part in curing the error.
